# First-order energy variance over equally likely alloy arrangements at fixed composition

When a level of a random alloy is averaged over independently drawn supercells, the number of supercells needed for a given statistical error depends on the variance of that level between arrangements. If every cell holds the same number of A atoms, the site occupations are correlated, and the variance differs in general from that for independent occupation.

Take N ≥ 2 sites, M of them A and the rest B, with all such arrangements equally likely and c = M/N. A state whose amplitudes ψ_i are the same in every arrangement, with Σ_i |ψ_i|² = 1, has first-order energy E = Σ_i e_i |ψ_i|², where e_i is eA or eB. Its variance is

Var E = c(1−c)(eA−eB)² · N/(N−1) · (Σ_i |ψ_i|⁴ − 1/N).

This bears on supercell sampling in electronic structure for non-interacting electrons with orthonormal orbitals, one per site, site energies set by the species alone, and hopping that is the same in every arrangement and so adds nothing to the variance at first order. The step left to the user is to identify E with the actual level, which also shifts through coupling to other states, including degenerate ones.

## Arrangements as sets of A sites

The finite type `ι` labels the sites, N is `Fintype.card ι`, and an arrangement is the set `S` of A sites. `mean` is a weighted sum over all sets, written ⟨·⟩ below. `variance` is the mean squared deviation, without the sample correction; the N−1 in the result comes from correlations between sites. The occupation n_i is `occ i S`.

In Lean 4 with Mathlib:

```lean
import Mathlib

open Finset

namespace FixedCompositionSupercell

noncomputable section

variable {ι : Type*} [Fintype ι] [DecidableEq ι]

/-- Ensemble average of `f` with weight `p S` on the configuration whose A sites form `S`. -/
def mean (p f : Finset ι → ℝ) : ℝ := ∑ S, p S * f S

/-- Ensemble variance: the mean squared deviation from the mean. -/
def variance (p f : Finset ι → ℝ) : ℝ := mean p (fun S => (f S - mean p f) ^ 2)

/-- Occupation of site `i` by an A atom: one or zero. -/
def occ (i : ι) (S : Finset ι) : ℝ := if i ∈ S then 1 else 0

/-- First-order energy `∑ e_i |ψ_i|²`, with `e_i = eA` on A sites and `eB` elsewhere. -/
def energy (eA eB : ℝ) (ψ : ι → ℂ) (S : Finset ι) : ℝ :=
  ∑ i, (if i ∈ S then eA else eB) * ‖ψ i‖ ^ 2

/-- Equal weights on all arrangements of `M` A atoms, for `M` at most the number of sites. -/
def fixedComposition (M : ℕ) (S : Finset ι) : ℝ :=
  if S.card = M then 1 / ((Fintype.card ι).choose M : ℝ) else 0

/-- Independent occupation: each site is A with weight `c` and B with weight `1 - c`. -/
def independent (c : ℝ) (S : Finset ι) : ℝ := ∏ i, if i ∈ S then c else 1 - c

/-- Plane wave with wave vector `k` on a nonempty set of sites at positions `R i`. -/
def planeWave (k : Fin 3 → ℝ) (R : ι → Fin 3 → ℝ) (i : ι) : ℂ :=
  Complex.exp ((k ⬝ᵥ R i : ℝ) * Complex.I) / (√(Fintype.card ι : ℝ) : ℝ)
```

## Normalised weights, equal occupations and equal pair covariances

Suppose that the weights sum to one, that every site has mean occupation c, and that every pair of distinct sites has the same covariance g. Physically, no site is preferred and correlations don't depend on distance. Write w_i = |ψ_i|² and δ_i = n_i − c. Then

E = B + (eA−eB) Σ_i δ_i w_i, with B = (eB + (eA−eB)c) Σ_i w_i.

Since ⟨δ_i⟩ = 0, the mean of E is B, and

Var E = (eA−eB)² Σ_ij ⟨δ_i δ_j⟩ w_i w_j.

Because n_i² = n_i, the diagonal terms are ⟨δ_i²⟩ = c − 2c² + c² = c(1−c). Separating them from the rest gives

Var E = (eA−eB)² [(c(1−c) − g) Σ_i w_i² + g (Σ_i w_i)²].

`mean_sq` supplies the diagonal terms. In `variance_energy`, `hE` splits the energy, `hB` finds its mean, `hQ` expands the square into covariances, and `hi` sums one row of them. With short-range order the covariance can depend on the pair, and the double sum then doesn't reduce to this form in general.

```lean
/-- In a normalised ensemble, a site with mean occupation `c` has variance `c(1-c)`. -/
private lemma mean_sq {p : Finset ι → ℝ} {c : ℝ} (hp : ∑ S, p S = 1) {i : ι}
    (hm : mean p (occ i) = c) :
    mean p (fun S => (occ i S - c) * (occ i S - c)) = c * (1 - c) := by
  have h : mean p (fun S => (occ i S - c) * (occ i S - c)) =
      (1 - 2 * c) * mean p (occ i) + c ^ 2 * ∑ S, p S := by
    unfold mean
    rw [mul_sum, mul_sum, ← sum_add_distrib]
    refine sum_congr rfl fun S _ => ?_
    by_cases h : i ∈ S <;> simp only [occ, h, if_true, if_false] <;> ring
  rw [h, hm, hp]
  ring

/-- Energy variance in a normalised ensemble with mean occupation `c` on every site and the same
occupation covariance `g` for every pair of distinct sites. -/
theorem variance_energy {p : Finset ι → ℝ} {c g : ℝ} (hp : ∑ S, p S = 1)
    (hm : ∀ i, mean p (occ i) = c)
    (hg : ∀ i j, i ≠ j → mean p (fun S => (occ i S - c) * (occ j S - c)) = g)
    (eA eB : ℝ) (ψ : ι → ℂ) :
    variance p (energy eA eB ψ) = (eA - eB) ^ 2 *
      ((c * (1 - c) - g) * ∑ i, ‖ψ i‖ ^ 4 + g * (∑ i, ‖ψ i‖ ^ 2) ^ 2) := by
  -- split the energy into a constant and a fluctuation of zero mean
  obtain ⟨B, hE⟩ : ∃ B : ℝ, ∀ S, energy eA eB ψ S =
      (eA - eB) * (∑ i, (occ i S - c) * ‖ψ i‖ ^ 2) + B := by
    refine ⟨∑ i, (eB + (eA - eB) * c) * ‖ψ i‖ ^ 2, fun S => ?_⟩
    rw [mul_sum, ← sum_add_distrib]
    refine sum_congr rfl fun i _ => ?_
    unfold occ
    split_ifs <;> ring
  have h0 : ∑ S, p S * ∑ i, (occ i S - c) * ‖ψ i‖ ^ 2 = 0 := by
    simp_rw [mul_sum]
    rw [sum_comm]
    refine sum_eq_zero fun i _ => ?_
    have h : ∑ S, p S * ((occ i S - c) * ‖ψ i‖ ^ 2) =
        (mean p (occ i) - c * ∑ S, p S) * ‖ψ i‖ ^ 2 := by
      unfold mean
      rw [mul_sum, ← sum_sub_distrib, sum_mul]
      exact sum_congr rfl fun S _ => by ring
    rw [h, hm, hp]
    ring
  have hB : mean p (energy eA eB ψ) = B := by
    have h : mean p (energy eA eB ψ) =
        (eA - eB) * (∑ S, p S * ∑ i, (occ i S - c) * ‖ψ i‖ ^ 2) + B * ∑ S, p S := by
      unfold mean
      rw [mul_sum, mul_sum, ← sum_add_distrib]
      exact sum_congr rfl fun S _ => by rw [hE]; ring
    rw [h, h0, hp]
    ring
  -- the squared fluctuation is a double sum of covariances
  have hQ : ∑ i, ∑ j, mean p (fun S => (occ i S - c) * (occ j S - c)) *
      (‖ψ i‖ ^ 2 * ‖ψ j‖ ^ 2) = ∑ S, p S * (∑ i, (occ i S - c) * ‖ψ i‖ ^ 2) ^ 2 := by
    have hS : ∀ S, p S * (∑ i, (occ i S - c) * ‖ψ i‖ ^ 2) ^ 2 =
        ∑ i, ∑ j, p S * ((occ i S - c) * (occ j S - c)) * (‖ψ i‖ ^ 2 * ‖ψ j‖ ^ 2) := by
      intro S
      rw [sq, sum_mul_sum, mul_sum]
      refine sum_congr rfl fun i _ => ?_
      rw [mul_sum]
      exact sum_congr rfl fun j _ => by ring
    rw [sum_congr rfl fun S _ => hS S]
    refine Eq.trans ?_ sum_comm
    refine sum_congr rfl fun i _ => Eq.trans ?_ sum_comm
    exact sum_congr rfl fun j _ => by rw [mean, sum_mul]
  have hi : ∀ i, ∑ j, mean p (fun S => (occ i S - c) * (occ j S - c)) *
      (‖ψ i‖ ^ 2 * ‖ψ j‖ ^ 2) =
        (c * (1 - c) - g) * ‖ψ i‖ ^ 4 + g * (∑ j, ‖ψ j‖ ^ 2) * ‖ψ i‖ ^ 2 := by
    intro i
    have h : ∑ j, mean p (fun S => (occ i S - c) * (occ j S - c)) * (‖ψ i‖ ^ 2 * ‖ψ j‖ ^ 2) =
        (∑ j, if i = j then (c * (1 - c) - g) * (‖ψ i‖ ^ 2 * ‖ψ j‖ ^ 2) else 0) +
          g * ‖ψ i‖ ^ 2 * ∑ j, ‖ψ j‖ ^ 2 := by
      rw [mul_sum, ← sum_add_distrib]
      refine sum_congr rfl fun j _ => ?_
      by_cases hij : i = j
      · subst hij
        rw [if_pos rfl, mean_sq hp (hm i)]
        ring
      · rw [if_neg hij, hg i j hij]
        ring
    rw [h, sum_ite_eq, if_pos (mem_univ i)]
    ring
  have hV : variance p (energy eA eB ψ) =
      (eA - eB) ^ 2 * ∑ S, p S * (∑ i, (occ i S - c) * ‖ψ i‖ ^ 2) ^ 2 := by
    rw [variance, hB, mean, mul_sum]
    exact sum_congr rfl fun S _ => by rw [hE]; ring
  rw [hV, ← hQ, sum_congr rfl fun i _ => hi i, sum_add_distrib, ← mul_sum, ← mul_sum]
  ring
```

## Exactly M A atoms, every arrangement equally likely

This describes a cell of fixed stoichiometry with no energetic preference among arrangements. By symmetry all ⟨n_i⟩ are equal, and they sum to M, so ⟨n_i⟩ = M/N = c. The fixed count also gives Σ_k δ_k = 0. Multiplying by δ_i and averaging yields

c(1−c) + (N−1)g = 0, so g = −c(1−c)/(N−1).

An A atom on one site leaves fewer for the others.

The condition M ≤ N ensures that arrangements exist, and `sum_fixed` uses it to normalise the weights. `mean_relabel` and `occ_map` express the symmetry, while `weight_sum_occ` expresses the fixed count. `mean_occ` swaps two sites to equate their occupations; `covariance_fixedComposition` swaps `j` and `k` while holding `i` in place, then solves the equation for g.

Fixing M alone is not enough. With N = 2 and M = 1, put all the weight on one arrangement: the variance is zero for every state, whereas the formula gives (eA−eB)²/4 for a state on a single site.

```lean
omit [DecidableEq ι] in
/-- The fixed-composition weights add up to one when `M` is at most the number of sites. -/
private lemma sum_fixed {M : ℕ} (hM : M ≤ Fintype.card ι) :
    ∑ S : Finset ι, fixedComposition M S = 1 := by
  have hf : univ.filter (fun S : Finset ι => S.card = M) = powersetCard M univ := by
    ext S
    simp [mem_powersetCard]
  have h : ((Fintype.card ι).choose M : ℝ) ≠ 0 := by
    exact_mod_cast (Nat.choose_pos hM).ne'
  unfold fixedComposition
  rw [← sum_filter, hf, sum_const, card_powersetCard, card_univ, nsmul_eq_mul,
    mul_one_div_cancel h]

omit [DecidableEq ι] in
/-- Relabelling the sites leaves fixed-composition averages unchanged. -/
private lemma mean_relabel (M : ℕ) (σ : Equiv.Perm ι) (f : Finset ι → ℝ) :
    mean (fixedComposition M) (fun S => f (S.map σ.toEmbedding)) =
      mean (fixedComposition M) f := by
  unfold mean
  rw [← Equiv.sum_comp (Equiv.finsetCongr σ) (fun S => fixedComposition M S * f S)]
  refine sum_congr rfl fun S _ => ?_
  simp only [fixedComposition, Equiv.finsetCongr_apply, card_map]

omit [Fintype ι] in
/-- Occupations move with the sites under relabelling. -/
private lemma occ_map (σ : Equiv.Perm ι) (i : ι) (S : Finset ι) :
    occ (σ i) (S.map σ.toEmbedding) = occ i S := by
  simp [occ]

/-- Configurations of nonzero weight hold exactly `M` A atoms. -/
private lemma weight_sum_occ (M : ℕ) (S : Finset ι) :
    fixedComposition M S * ∑ i, occ i S = fixedComposition M S * M := by
  have h : ∑ i, occ i S = (S.card : ℝ) := by simp [occ]
  rw [h]
  unfold fixedComposition
  split_ifs with hS
  · rw [hS]
  · simp

/-- At fixed composition every site has mean A occupation `c = M/N`. -/
theorem mean_occ {M : ℕ} (hM : M ≤ Fintype.card ι) {c : ℝ}
    (hc : c = (M : ℝ) / Fintype.card ι) (i : ι) : mean (fixedComposition M) (occ i) = c := by
  have hs : ∀ j : ι, mean (fixedComposition M) (occ j) = mean (fixedComposition M) (occ i) := by
    intro j
    rw [← mean_relabel M (Equiv.swap i j) (occ j)]
    congr 1
    funext S
    have h := occ_map (Equiv.swap i j) i S
    rwa [Equiv.swap_apply_left] at h
  have ht : ∑ j : ι, mean (fixedComposition M) (occ j) = M := by
    unfold mean
    rw [sum_comm]
    simp_rw [← mul_sum, weight_sum_occ]
    rw [← sum_mul, sum_fixed hM, one_mul]
  rw [sum_congr rfl fun j _ => hs j, sum_const, card_univ, nsmul_eq_mul] at ht
  have hn : (Fintype.card ι : ℝ) ≠ 0 := by
    exact_mod_cast (Fintype.card_pos_iff.mpr ⟨i⟩).ne'
  rw [hc, eq_div_iff hn, mul_comm, ht]

/-- At fixed composition `c = M/N`, distinct sites have occupation covariance `-c(1-c)/(N-1)`. -/
theorem covariance_fixedComposition {M : ℕ} (hM : M ≤ Fintype.card ι) {c : ℝ}
    (hc : c = (M : ℝ) / Fintype.card ι) (i j : ι) (hij : i ≠ j) :
    mean (fixedComposition M) (fun S => (occ i S - c) * (occ j S - c)) =
      -(c * (1 - c)) / ((Fintype.card ι : ℝ) - 1) := by
  have h2 : (1 : ℝ) < Fintype.card ι := by
    exact_mod_cast Fintype.one_lt_card_iff.mpr ⟨i, j, hij⟩
  have hn1 : (Fintype.card ι : ℝ) - 1 ≠ 0 := by linarith
  have hcN : (Fintype.card ι : ℝ) * c = M := by rw [hc, mul_div_cancel₀ _ (by linarith)]
  -- the fluctuations add to zero, and all pairs containing i are equivalent
  have ht : ∑ k, mean (fixedComposition M) (fun S => (occ i S - c) * (occ k S - c)) = 0 := by
    unfold mean
    rw [sum_comm]
    refine sum_eq_zero fun S _ => ?_
    have h : ∑ k, fixedComposition M S * ((occ i S - c) * (occ k S - c)) =
        (occ i S - c) * (fixedComposition M S * ∑ k, (occ k S - c)) := by
      rw [mul_sum, mul_sum]
      exact sum_congr rfl fun k _ => by ring
    rw [h, sum_sub_distrib, sum_const, card_univ, nsmul_eq_mul, hcN, mul_sub,
      weight_sum_occ, sub_self, mul_zero]
  have hs : ∀ k, mean (fixedComposition M) (fun S => (occ i S - c) * (occ k S - c)) =
      mean (fixedComposition M) (fun S => (occ i S - c) * (occ j S - c)) +
        (if k = i then c * (1 - c) -
          mean (fixedComposition M) (fun S => (occ i S - c) * (occ j S - c)) else 0) := by
    intro k
    by_cases hk : k = i
    · rw [if_pos hk, hk, mean_sq (sum_fixed hM) (mean_occ hM hc i)]
      ring
    · rw [if_neg hk, add_zero,
        ← mean_relabel M (Equiv.swap j k) (fun S => (occ i S - c) * (occ k S - c))]
      congr 1
      funext S
      have h1 := occ_map (Equiv.swap j k) i S
      have h3 := occ_map (Equiv.swap j k) j S
      rw [Equiv.swap_apply_of_ne_of_ne hij (Ne.symm hk)] at h1
      rw [Equiv.swap_apply_left] at h3
      rw [h1, h3]
  rw [sum_congr rfl fun k _ => hs k, sum_add_distrib, sum_const, card_univ, nsmul_eq_mul,
    sum_ite_eq', if_pos (mem_univ i)] at ht
  rw [eq_div_iff hn1]
  linear_combination ht
```

## A unit vector on at least two sites

Normalisation means that an electron in this state is found on some site with total probability one, and it sets (Σ_i w_i)² = 1. Inserting g, the bracket becomes

c(1−c) [N/(N−1) Σ_i w_i² − 1/(N−1)] = c(1−c) N/(N−1) (Σ_i w_i² − 1/N).

In the proof, `hψ` makes this replacement, `hN` makes the denominators nonzero, and `field_simp` and `ring` finish the algebra.

For the smallest cell, N = 2 and M = 1, the two energies differ by (eA−eB)(w_1−w_2), so the variance is (eA−eB)²(w_1−w_2)²/4, in agreement with the formula. The unnormalised vector ψ = (1, 1) has energy eA + eB in both arrangements and hence no variance, but the formula would give 3(eA−eB)²/4. For a single site the variance is zero, but the fraction N/(N−1) has no ordinary meaning.

```lean
/-- For a unit vector on `N ≥ 2` sites with exactly `M` A atoms and `c = M/N`, the first-order
energy has variance `c(1-c)(eA-eB)² (N/(N-1)) (∑|ψ_i|⁴ - 1/N)`. -/
theorem variance_fixedComposition (hN : 2 ≤ Fintype.card ι) {M : ℕ}
    (hM : M ≤ Fintype.card ι) {c : ℝ} (hc : c = (M : ℝ) / Fintype.card ι)
    (eA eB : ℝ) (ψ : ι → ℂ) (hψ : ∑ i, ‖ψ i‖ ^ 2 = 1) :
    variance (fixedComposition M) (energy eA eB ψ) =
      c * (1 - c) * (eA - eB) ^ 2 * ((Fintype.card ι : ℝ) / (Fintype.card ι - 1)) *
        (∑ i, ‖ψ i‖ ^ 4 - 1 / Fintype.card ι) := by
  have h2 : (2 : ℝ) ≤ Fintype.card ι := by exact_mod_cast hN
  have hn : (Fintype.card ι : ℝ) ≠ 0 := by linarith
  have hn1 : (Fintype.card ι : ℝ) - 1 ≠ 0 := by linarith
  rw [variance_energy (sum_fixed hM) (mean_occ hM hc) (covariance_fixedComposition hM hc), hψ]
  generalize ∑ i, ‖ψ i‖ ^ 4 = P
  field_simp
  ring
```

## Independent occupation instead of a fixed count

If each site is A with probability c independently, the number of A atoms fluctuates. For i ≠ j, ⟨δ_i δ_j⟩ = ⟨δ_i⟩⟨δ_j⟩ = 0, so g = 0 and

Var E = c(1−c)(eA−eB)² Σ_i |ψ_i|⁴.

`mean_prod` proves the factorisation by expanding a product of sums over all sets of sites. `variance_independent` uses it for the normalisation, the mean and the vanishing covariance. It needs no unit vector and holds for any real c, though the weights are probabilities only for 0 ≤ c ≤ 1.

```lean
/-- Averages of products over sites factorise for independent occupation. -/
private lemma mean_prod (c : ℝ) (F : ι → ℝ → ℝ) :
    mean (independent c) (fun S => ∏ k, F k (occ k S)) =
      ∏ k, (c * F k 1 + (1 - c) * F k 0) := by
  rw [prod_add, powerset_univ, mean]
  refine sum_congr rfl fun S _ => ?_
  have h1 : univ.filter (fun k => k ∈ S) = S := by ext; simp
  have h2 : univ.filter (fun k => k ∉ S) = univ \ S := by ext; simp
  have h3 : independent c S * (∏ k, F k (occ k S)) =
      ∏ k, if k ∈ S then c * F k 1 else (1 - c) * F k 0 := by
    rw [independent, ← prod_mul_distrib]
    refine prod_congr rfl fun k _ => ?_
    by_cases h : k ∈ S <;> simp [occ, h]
  rw [h3, prod_ite, h1, h2]

/-- For independent site occupation the first-order energy has variance
`c(1-c)(eA-eB)² ∑|ψ_i|⁴`. -/
theorem variance_independent (c eA eB : ℝ) (ψ : ι → ℂ) :
    variance (independent c) (energy eA eB ψ) =
      c * (1 - c) * (eA - eB) ^ 2 * ∑ i, ‖ψ i‖ ^ 4 := by
  have hp : ∑ S : Finset ι, independent c S = 1 := by
    simpa [mean] using mean_prod c (fun (_ : ι) _ => 1)
  have hm : ∀ i : ι, mean (independent c) (occ i) = c := by
    intro i
    have h := mean_prod c (fun k x => if k = i then x else 1)
    simp only [prod_ite_eq', mem_univ, if_true] at h
    refine h.trans (Eq.trans (prod_eq_single i ?_ ?_) ?_)
    · intro k _ hk
      simp [hk]
    · intro h'
      exact absurd (mem_univ i) h'
    · simp
  -- different sites are uncorrelated
  have hg : ∀ i j : ι, i ≠ j →
      mean (independent c) (fun S => (occ i S - c) * (occ j S - c)) = 0 := by
    intro i j hij
    have h := mean_prod c
      (fun k x => (if k = i then x - c else 1) * (if k = j then x - c else 1))
    simp only [prod_mul_distrib, prod_ite_eq', mem_univ, if_true] at h
    refine h.trans (prod_eq_zero (mem_univ i) ?_)
    simp only [hij, if_true, if_false]
    ring
  rw [variance_energy hp hm hg]
  ring
```

## Equal weight of the state on every site

A plane wave exp(ik·R_i)/√N has |ψ_i|² = 1/N, so Σ_i |ψ_i|⁴ = 1/N. At fixed composition its energy is (M eA + (N−M) eB)/N in every arrangement, and the variance is zero. Independent occupation gives c(1−c)(eA−eB)²/N, the effect of the fluctuating composition. Both are variances of the expectation value E in a single plane wave. If the waves k and −k are degenerate, disorder can split their levels at first order, by an amount that can vary between arrangements even at fixed composition.

`variance_planeWave` computes the moduli in `hw` and the fourth-power sum in `h4`, then applies the two variance theorems. The positions `R` and wave vector `k` are arbitrary, since only the modulus enters. Its `c` belongs to the independent ensemble; setting c = M/N compares the two at equal mean composition. Without equal moduli the cancellation can fail: a state on a single site has variance c(1−c)(eA−eB)² in both ensembles.

```lean
/-- On `N ≥ 2` sites a plane wave has zero first-order energy variance at fixed composition,
but variance `c(1-c)(eA-eB)²/N` for independent occupation. -/
theorem variance_planeWave (hN : 2 ≤ Fintype.card ι) {M : ℕ} (hM : M ≤ Fintype.card ι)
    (c eA eB : ℝ) (k : Fin 3 → ℝ) (R : ι → Fin 3 → ℝ) :
    variance (fixedComposition M) (energy eA eB (planeWave k R)) = 0 ∧
      variance (independent c) (energy eA eB (planeWave k R)) =
        c * (1 - c) * (eA - eB) ^ 2 / Fintype.card ι := by
  have h2 : (2 : ℝ) ≤ Fintype.card ι := by exact_mod_cast hN
  have hn : (Fintype.card ι : ℝ) ≠ 0 := by linarith
  have hw : ∀ i, ‖planeWave k R i‖ ^ 2 = 1 / (Fintype.card ι : ℝ) := by
    intro i
    rw [planeWave, norm_div, Complex.norm_exp_ofReal_mul_I, Complex.norm_real,
      Real.norm_eq_abs, div_pow, sq_abs, Real.sq_sqrt (by linarith), one_pow]
  have h1 : ∑ i, ‖planeWave k R i‖ ^ 2 = 1 := by
    rw [sum_congr rfl fun i _ => hw i, sum_const, card_univ, nsmul_eq_mul,
      mul_one_div_cancel hn]
  have h4 : ∑ i, ‖planeWave k R i‖ ^ 4 = 1 / (Fintype.card ι : ℝ) := by
    have h : ∀ i, ‖planeWave k R i‖ ^ 4 =
        1 / (Fintype.card ι : ℝ) * ‖planeWave k R i‖ ^ 2 := by
      intro i
      rw [← hw i]
      ring
    rw [sum_congr rfl fun i _ => h i, ← mul_sum, h1, mul_one]
  constructor
  · rw [variance_fixedComposition hN hM rfl eA eB _ h1, h4, sub_self, mul_zero]
  · rw [variance_independent, h4, mul_one_div]

end

end FixedCompositionSupercell
```

```lean
#print axioms FixedCompositionSupercell.variance_fixedComposition
#print axioms FixedCompositionSupercell.variance_planeWave
```

```
'FixedCompositionSupercell.variance_fixedComposition' depends on axioms: [propext, Classical.choice, Quot.sound]
'FixedCompositionSupercell.variance_planeWave' depends on axioms: [propext, Classical.choice, Quot.sound]
```
